# The Schur complement of a real symmetric positive definite matrix is no worse conditioned than the matrix

A molecule sits on a surface, and both are close to their equilibrium geometry. To follow the molecule alone, one lets the surface atoms relax for each position of the molecule and keeps the resulting effective force constants. A spread of stiff and soft directions can slow a gradient-based optimiser. Can eliminating the surface make that spread worse?

Let $x$ be the surface displacements, $y$ those of the molecule, and $M$ the matrix of second derivatives of the energy at the minimum:
$$M=\begin{pmatrix}A&B\\B^T&D\end{pmatrix}.$$
Up to a factor ½, the harmonic energy is $E(x,y)=(x,y)\cdot M(x,y)$. Relaxing $x$ at fixed $y$ leaves the matrix $S=D-B^TA^{-1}B$, the Schur complement. If $M$ is positive definite, so is $S$, and its ratio $\kappa$ of largest to smallest eigenvalue is at most that of $M$. Positive definiteness means that every displacement costs energy, so free translations and rotations must have been removed first.

## Matrices, eigenvalues and the eliminated block

In Lean 4 with Mathlib:

```lean
import Mathlib

open Matrix

namespace SchurConditioning

noncomputable section

variable {ι m n : Type*} [Fintype ι] [DecidableEq ι] [Fintype m] [DecidableEq m]
  [Fintype n] [DecidableEq n]
```

The letters `m` and `n` are finite index sets, not numbers: `m` labels the coordinates to be eliminated and `n` those that are kept. A general square matrix is indexed by `ι`.

```lean
/-- The smallest eigenvalue of a real symmetric matrix of nonzero size. -/
def lamMin (S : Matrix ι ι ℝ) : ℝ := sInf (spectrum ℝ S)
```

`spectrum ℝ S` is the set of real eigenvalues of `S`, and `lamMin` is its infimum, written $\lambda_{\min}$ below. In this definition and the next two, and in the theorems of the next section, `S` is a general square matrix, not only the Schur complement.

```lean
/-- The largest eigenvalue of a real symmetric matrix of nonzero size. -/
def lamMax (S : Matrix ι ι ℝ) : ℝ := sSup (spectrum ℝ S)
```

Likewise `lamMax` is the supremum, $\lambda_{\max}$. For a symmetric matrix of nonzero size the spectrum is finite and nonempty, so both are true eigenvalues.

```lean
/-- The condition number of a real symmetric positive definite matrix of nonzero size:
the ratio of its largest to its smallest eigenvalue. -/
def cond (S : Matrix ι ι ℝ) : ℝ := lamMax S / lamMin S
```

This is $\kappa=\lambda_{\max}/\lambda_{\min}$. For positive definite matrices it agrees with the textbook condition number in the Euclidean norm. For indefinite ones it does not, since the textbook uses singular values.

```lean
/-- The Schur complement `D - Bᵀ A⁻¹ B`, for invertible `A`: the effective matrix on the
second block after the first has been eliminated. -/
def schur (A : Matrix m m ℝ) (B : Matrix m n ℝ) (D : Matrix n n ℝ) : Matrix n n ℝ :=
  D - Bᵀ * A⁻¹ * B
```

`schur A B D` is the effective matrix $S$ of the opening, with `Bᵀ` for the transpose.

## Energies bounded by extreme eigenvalues

```lean
omit [DecidableEq ι] in
/-- The Euclidean inner product of real vectors is their dot product. -/
theorem inner_eq_dot (p q : EuclideanSpace ℝ ι) : inner ℝ p q = p.ofLp ⬝ᵥ q.ofLp := by
  simp [PiLp.inner_apply, dotProduct, mul_comm]
```

Mathlib states its eigenvector theorems in a Euclidean space, while matrices here act on plain lists of components. This lemma identifies the inner product of the former with the dot product `⬝ᵥ` of the latter.

```lean
omit [DecidableEq m] [DecidableEq n] in
/-- The dot product of two vectors made of two blocks is the sum of the block dot products. -/
theorem dot_blocks (x x' : m → ℝ) (y y' : n → ℝ) :
    Sum.elim x y ⬝ᵥ Sum.elim x' y' = x ⬝ᵥ x' + y ⬝ᵥ y' := by
  simp [dotProduct, Fintype.sum_sum_type]
```

`Sum.elim x y` is the stacked vector $(x,y)$. The lemma says $(x,y)\cdot(x',y')=x\cdot x'+y\cdot y'$.

```lean
/-- Rayleigh bounds: the quadratic form of a real symmetric matrix lies between its smallest
and its largest eigenvalue times the squared length of the vector. -/
theorem rayleigh_bounds {S : Matrix ι ι ℝ} (hS : S.IsHermitian) (x : ι → ℝ) :
    lamMin S * (x ⬝ᵥ x) ≤ x ⬝ᵥ S *ᵥ x ∧ x ⬝ᵥ S *ᵥ x ≤ lamMax S * (x ⬝ᵥ x) := by
  have hT : Sᵀ = S := (conjTranspose_eq_transpose_of_trivial S).symm.trans hS.eq
  -- completeness of the eigenbasis
  have hpars : ∀ u v : ι → ℝ, ∑ i, (u ⬝ᵥ (hS.eigenvectorBasis i).ofLp) *
      ((hS.eigenvectorBasis i).ofLp ⬝ᵥ v) = u ⬝ᵥ v := by
    intro u v
    have h := hS.eigenvectorBasis.sum_inner_mul_inner (WithLp.toLp 2 u) (WithLp.toLp 2 v)
    simp only [inner_eq_dot] at h
    exact h
  have hlam : ∀ i, (hS.eigenvectorBasis i).ofLp ⬝ᵥ S *ᵥ x =
      hS.eigenvalues i * ((hS.eigenvectorBasis i).ofLp ⬝ᵥ x) := by
    intro i
    have he : S *ᵥ (hS.eigenvectorBasis i).ofLp =
        hS.eigenvalues i • (hS.eigenvectorBasis i).ofLp := hS.mulVec_eigenvectorBasis i
    rw [dotProduct_mulVec, ← mulVec_transpose, hT, he, smul_dotProduct, smul_eq_mul]
  have hxx : x ⬝ᵥ x = ∑ i, ((hS.eigenvectorBasis i).ofLp ⬝ᵥ x) ^ 2 := by
    rw [← hpars x x]
    exact Finset.sum_congr rfl fun i _ => by rw [dotProduct_comm x]; ring
  have hxS : x ⬝ᵥ S *ᵥ x =
      ∑ i, hS.eigenvalues i * ((hS.eigenvectorBasis i).ofLp ⬝ᵥ x) ^ 2 := by
    rw [← hpars x (S *ᵥ x)]
    exact Finset.sum_congr rfl fun i _ => by rw [hlam i, dotProduct_comm x]; ring
  have hfin : (spectrum ℝ S).Finite := by
    rw [hS.spectrum_real_eq_range_eigenvalues]
    exact Set.finite_range _
  have hmem : ∀ i, hS.eigenvalues i ∈ spectrum ℝ S := by
    intro i
    rw [hS.spectrum_real_eq_range_eigenvalues]
    exact ⟨i, rfl⟩
  rw [hxx, hxS, Finset.mul_sum, Finset.mul_sum]
  exact ⟨Finset.sum_le_sum fun i _ =>
      mul_le_mul_of_nonneg_right (csInf_le hfin.bddBelow (hmem i)) (sq_nonneg _),
    Finset.sum_le_sum fun i _ =>
      mul_le_mul_of_nonneg_right (le_csSup hfin.bddAbove (hmem i)) (sq_nonneg _)⟩
```

For real matrices `IsHermitian` means symmetric, and `S *ᵥ x` is the product $Sx$. The claim is
$$\lambda_{\min}\,x\cdot x\;\le\;x\cdot Sx\;\le\;\lambda_{\max}\,x\cdot x .$$
Take orthonormal eigenvectors $e_i$ with eigenvalues $\lambda_i$, and put $c_i=e_i\cdot x$. Completeness gives $x\cdot x=\sum_i c_i^2$. Symmetry gives $e_i\cdot Sx=\lambda_i c_i$, so $x\cdot Sx=\sum_i\lambda_i c_i^2$. Since $\lambda_{\min}\le\lambda_i\le\lambda_{\max}$ and $c_i^2\ge0$, the sums compare term by term.

In the proof, `hpars` is completeness, `hlam` is the symmetry step, and `hxx` and `hxS` are the two expansions. The closing lines make the comparison.

```lean
/-- Every point of the spectrum of a real symmetric matrix has a real unit eigenvector. -/
theorem exists_unit_eigenvector {S : Matrix ι ι ℝ} (hS : S.IsHermitian) {μ : ℝ}
    (hμ : μ ∈ spectrum ℝ S) : ∃ v : ι → ℝ, v ⬝ᵥ v = 1 ∧ S *ᵥ v = μ • v := by
  rw [hS.spectrum_real_eq_range_eigenvalues] at hμ
  obtain ⟨i, rfl⟩ := hμ
  refine ⟨(hS.eigenvectorBasis i).ofLp, ?_, hS.mulVec_eigenvectorBasis i⟩
  rw [← inner_eq_dot, real_inner_self_eq_norm_sq, hS.eigenvectorBasis.orthonormal.1 i, one_pow]
```

Every $\mu$ in the spectrum of a symmetric matrix has a vector $v$ with $v\cdot v=1$ and $Sv=\mu v$. The proof picks the member of the eigenbasis that belongs to $\mu$.

```lean
/-- The smallest and largest eigenvalues of a real symmetric positive definite matrix of
nonzero size belong to its spectrum and are positive. -/
theorem extreme_eigenvalues [Nonempty ι] {S : Matrix ι ι ℝ} (hS : S.PosDef) :
    (lamMin S ∈ spectrum ℝ S ∧ 0 < lamMin S) ∧ (lamMax S ∈ spectrum ℝ S ∧ 0 < lamMax S) := by
  have hr := hS.isHermitian.spectrum_real_eq_range_eigenvalues
  have hfin : (spectrum ℝ S).Finite := by rw [hr]; exact Set.finite_range _
  have hne : (spectrum ℝ S).Nonempty := by rw [hr]; exact Set.range_nonempty _
  have hpos : ∀ μ ∈ spectrum ℝ S, 0 < μ := by
    intro μ hμ
    rw [hr] at hμ
    obtain ⟨i, rfl⟩ := hμ
    exact hS.eigenvalues_pos i
  have h1 : lamMin S ∈ spectrum ℝ S := hne.csInf_mem hfin
  have h2 : lamMax S ∈ spectrum ℝ S := hne.csSup_mem hfin
  exact ⟨⟨h1, hpos _ h1⟩, ⟨h2, hpos _ h2⟩⟩
```

`PosDef` means symmetric with $x\cdot Sx>0$ for all $x\neq0$. For such a matrix of nonzero size, $\lambda_{\min}$ and $\lambda_{\max}$ belong to the spectrum and are positive. A finite nonempty set contains its infimum and supremum, and all eigenvalues here are positive.

## Relaxing one block by completing the square

```lean
/-- Completing the square: for symmetric invertible `A`, the quadratic energy of `(x, y)` is
the `A`-energy of the displacement of `x` from `-A⁻¹ B y` plus the Schur energy of `y`. -/
theorem block_energy {A : Matrix m m ℝ} (hA : A.IsHermitian) (hdet : IsUnit A.det)
    (B : Matrix m n ℝ) (D : Matrix n n ℝ) (x : m → ℝ) (y : n → ℝ) :
    Sum.elim x y ⬝ᵥ fromBlocks A B Bᵀ D *ᵥ Sum.elim x y =
      (x + A⁻¹ *ᵥ B *ᵥ y) ⬝ᵥ A *ᵥ (x + A⁻¹ *ᵥ B *ᵥ y) + y ⬝ᵥ schur A B D *ᵥ y := by
  have hT : Aᵀ = A := (conjTranspose_eq_transpose_of_trivial A).symm.trans hA.eq
  have hS : schur A B D *ᵥ y = D *ᵥ y - Bᵀ *ᵥ (A⁻¹ *ᵥ B *ᵥ y) := by
    simp only [schur, sub_mulVec, ← mulVec_mulVec]
  have hw : A *ᵥ (A⁻¹ *ᵥ B *ᵥ y) = B *ᵥ y := by
    rw [mulVec_mulVec, mul_nonsing_inv _ hdet, one_mulVec]
  rw [hS]
  generalize A⁻¹ *ᵥ B *ᵥ y = w at hw ⊢
  have hB : ∀ u, y ⬝ᵥ Bᵀ *ᵥ u = u ⬝ᵥ B *ᵥ y := by
    intro u
    rw [dotProduct_mulVec, vecMul_transpose, dotProduct_comm]
  have hwA : w ⬝ᵥ A *ᵥ x = x ⬝ᵥ B *ᵥ y := by
    rw [dotProduct_mulVec, ← mulVec_transpose, hT, hw, dotProduct_comm]
  rw [fromBlocks_mulVec, Sum.elim_comp_inl, Sum.elim_comp_inr, dot_blocks]
  simp only [mulVec_add, dotProduct_add, add_dotProduct, dotProduct_sub, hB, hw, hwA]
  ring
```

With $w=A^{-1}By$, the statement reads
$$E(x,y)=(x+w)\cdot A(x+w)+y\cdot Sy .$$
Multiplying out the blocks gives
$$E(x,y)=x\cdot Ax+2\,x\cdot By+y\cdot Dy .$$
Because $Aw=By$ and $A$ is symmetric, $w\cdot Ax=x\cdot By$, and therefore
$$(x+w)\cdot A(x+w)=x\cdot Ax+2\,x\cdot By+w\cdot By .$$
Also $y\cdot Sy=y\cdot Dy-y\cdot B^Tw=y\cdot Dy-w\cdot By$. Adding the last two lines cancels $w\cdot By$ and leaves $E(x,y)$.

The proof follows this calculation. The `generalize` step replaces $A^{-1}By$ by a letter `w` of which only `hw`, the equation $Aw=By$, is remembered. `hwA` is the symmetry step, and `ring` collects the terms.

When $A$ is positive definite, the first term is smallest at $x=-w$, the relaxed position of the surface. What remains is $y\cdot Sy$.

```lean
/-- A real block matrix `[[A, B], [Bᵀ, D]]` is symmetric positive definite exactly when both
`A` and the Schur complement `D - Bᵀ A⁻¹ B` are. -/
theorem posDef_iff_schur (A : Matrix m m ℝ) (B : Matrix m n ℝ) (D : Matrix n n ℝ) :
    (fromBlocks A B Bᵀ D).PosDef ↔ A.PosDef ∧ (schur A B D).PosDef := by
  have hfold : A.IsHermitian → (Bᵀ * A⁻¹ * B).IsHermitian := by
    intro hA
    have hT : Aᵀ = A := (conjTranspose_eq_transpose_of_trivial A).symm.trans hA.eq
    rw [Matrix.IsHermitian, conjTranspose_eq_transpose_of_trivial, transpose_mul,
      transpose_mul, transpose_transpose, transpose_nonsing_inv, hT, Matrix.mul_assoc]
  constructor
  · intro hM
    obtain ⟨hAh, -, -, hDh⟩ := isHermitian_fromBlocks_iff.1 hM.isHermitian
    have hA : A.PosDef := by
      refine posDef_iff_dotProduct_mulVec.2 ⟨hAh, ?_⟩
      intro x hx
      have hz : Sum.elim x (0 : n → ℝ) ≠ 0 :=
        fun h => hx (funext fun i => congrFun h (Sum.inl i))
      have h := hM.dotProduct_mulVec_pos hz
      rw [star_trivial, fromBlocks_mulVec, Sum.elim_comp_inl, Sum.elim_comp_inr,
        dot_blocks] at h
      simpa using h
    refine ⟨hA, posDef_iff_dotProduct_mulVec.2 ⟨hDh.sub (hfold hAh), ?_⟩⟩
    intro y hy
    -- relax the first block at fixed y
    have hz : Sum.elim (-(A⁻¹ *ᵥ B *ᵥ y)) y ≠ 0 :=
      fun h => hy (funext fun i => congrFun h (Sum.inr i))
    have h := hM.dotProduct_mulVec_pos hz
    rw [star_trivial, block_energy hAh hA.det_pos.ne'.isUnit, neg_add_cancel,
      zero_dotProduct, zero_add] at h
    rwa [star_trivial]
  · rintro ⟨hA, hS⟩
    have hD : D.IsHermitian := by
      have h := hS.isHermitian.add (hfold hA.isHermitian)
      rwa [schur, sub_add_cancel] at h
    refine posDef_iff_dotProduct_mulVec.2 ⟨isHermitian_fromBlocks_iff.2
      ⟨hA.isHermitian, conjTranspose_eq_transpose_of_trivial B, ?_, hD⟩, ?_⟩
    · rw [conjTranspose_eq_transpose_of_trivial, transpose_transpose]
    intro z hz
    obtain ⟨x, y, rfl⟩ : ∃ x y, z = Sum.elim x y :=
      ⟨z ∘ Sum.inl, z ∘ Sum.inr, (Sum.elim_comp_inl_inr z).symm⟩
    rw [star_trivial, block_energy hA.isHermitian hA.det_pos.ne'.isUnit]
    by_cases hy : y = 0
    · subst hy
      have hx : x ≠ 0 := by
        rintro rfl
        exact hz (by ext i; cases i <;> rfl)
      simpa using hA.dotProduct_mulVec_pos hx
    · have h1 := hA.posSemidef.dotProduct_mulVec_nonneg (x + A⁻¹ *ᵥ B *ᵥ y)
      have h2 := hS.dotProduct_mulVec_pos hy
      rw [star_trivial] at h1 h2
      linarith
```

$M$ is positive definite exactly when $A$ and $S$ both are. Invertibility of $A$ needs no separate assumption, because either side implies it.

Suppose first that $M$ is positive definite. Its diagonal blocks $A$ and $D$ are symmetric, and so is $B^TA^{-1}B$ (`hfold`), hence also $S$. For $x\neq0$ the vector $(x,0)$ gives $x\cdot Ax>0$. For $y\neq0$ the relaxed vector $(-w,y)$ gives $y\cdot Sy=E(-w,y)>0$.

Conversely, let $A$ and $S$ be positive definite. Then $D=S+B^TA^{-1}B$ is symmetric, and so is $M$. Take $(x,y)\neq0$. If $y\neq0$, the first term of the completed square is nonnegative and the second positive. If $y=0$, then $w=0$ and $x\neq0$, so the energy is $x\cdot Ax>0$. The `by_cases` line makes this split.

## Eigenvalues of the effective matrix stay in range

```lean
/-- Every eigenvalue of the Schur complement of a real symmetric positive definite block
matrix lies between the smallest and the largest eigenvalue of the full matrix. -/
theorem schur_eigenvalue_bounds {A : Matrix m m ℝ} {B : Matrix m n ℝ} {D : Matrix n n ℝ}
    (hM : (fromBlocks A B Bᵀ D).PosDef) {μ : ℝ} (hμ : μ ∈ spectrum ℝ (schur A B D)) :
    lamMin (fromBlocks A B Bᵀ D) ≤ μ ∧ μ ≤ lamMax (fromBlocks A B Bᵀ D) := by
  obtain ⟨hA, hS⟩ := (posDef_iff_schur A B D).1 hM
  obtain ⟨v, hv1, hv⟩ := exists_unit_eigenvector hS.isHermitian hμ
  have hq : v ⬝ᵥ schur A B D *ᵥ v = μ := by
    rw [hv, dotProduct_smul, hv1, smul_eq_mul, mul_one]
  have hE := block_energy hA.isHermitian hA.det_pos.ne'.isUnit B D
  constructor
  · -- the relaxed vector has energy μ and length at least one
    have hne : Nonempty n := by
      by_contra h
      rw [not_nonempty_iff] at h
      simp [dotProduct] at hv1
    have hpos := (extreme_eigenvalues hM).1.2
    have h := (rayleigh_bounds hM.isHermitian (Sum.elim (-(A⁻¹ *ᵥ B *ᵥ v)) v)).1
    rw [hE, dot_blocks, hq, hv1, neg_add_cancel, zero_dotProduct, zero_add] at h
    have hw : 0 ≤ (-(A⁻¹ *ᵥ B *ᵥ v)) ⬝ᵥ (-(A⁻¹ *ᵥ B *ᵥ v)) :=
      Finset.sum_nonneg fun i _ => mul_self_nonneg _
    nlinarith [mul_nonneg hpos.le hw]
  · -- the unrelaxed vector has energy at least μ and length one
    have h := (rayleigh_bounds hM.isHermitian (Sum.elim (0 : m → ℝ) v)).2
    rw [hE, dot_blocks, hq, hv1] at h
    simp only [zero_add, zero_dotProduct, mul_one] at h
    have hw := hA.posSemidef.dotProduct_mulVec_nonneg (A⁻¹ *ᵥ B *ᵥ v)
    rw [star_trivial] at hw
    linarith
```

Every eigenvalue $\mu$ of $S$ satisfies $\lambda_{\min}(M)\le\mu\le\lambda_{\max}(M)$. Take a unit eigenvector $v$ of $S$ for $\mu$, and let $w=A^{-1}Bv$.

For the lower bound, use the relaxed vector $(-w,v)$. Its energy is $\mu$ and its squared length is $1+w\cdot w$, so after normalisation its energy is $\mu/(1+w\cdot w)$. The Rayleigh bound gives
$$\lambda_{\min}(M)\,(1+w\cdot w)\le\mu .$$
As $\lambda_{\min}(M)>0$, the left side is at least $\lambda_{\min}(M)$. `nlinarith` draws this conclusion from the nonnegative product $\lambda_{\min}(M)\,w\cdot w$.

For the upper bound, hold the surface still and use $(0,v)$, which has length one:
$$\mu\le w\cdot Aw+\mu=E(0,v)\le\lambda_{\max}(M).$$

```lean
/-- For a real symmetric positive definite block matrix with nonempty second block, the Schur
complement is positive definite and its condition number is at most that of the full matrix. -/
theorem schur_cond_le [Nonempty n] {A : Matrix m m ℝ} {B : Matrix m n ℝ} {D : Matrix n n ℝ}
    (hM : (fromBlocks A B Bᵀ D).PosDef) :
    (schur A B D).PosDef ∧ cond (schur A B D) ≤ cond (fromBlocks A B Bᵀ D) := by
  have hS := ((posDef_iff_schur A B D).1 hM).2
  have eM := extreme_eigenvalues hM
  have eS := extreme_eigenvalues hS
  exact ⟨hS, div_le_div₀ eM.2.2.le (schur_eigenvalue_bounds hM eS.2.1).2 eM.1.2
    (schur_eigenvalue_bounds hM eS.1.1).1⟩

end

end SchurConditioning
```

The hypothesis `hM` says that $M$ is positive definite, and `[Nonempty n]` that at least one coordinate is kept. The previous theorem, applied to the two extreme eigenvalues of $S$, gives
$$\kappa(S)=\frac{\lambda_{\max}(S)}{\lambda_{\min}(S)}\le\frac{\lambda_{\max}(M)}{\lambda_{\min}(M)}=\kappa(M).$$
From $M$ to $S$ the numerator does not grow and the denominator does not shrink. Since both extreme eigenvalues of $M$ are positive, `div_le_div₀` then gives the inequality.

## Small cases, and an indefinite matrix

The eliminated block may be empty. Then $S=D$, which is the whole of $M$, and the inequality is an equality. If a single coordinate is kept, $S$ is a positive number and $\kappa(S)=1$.

Positive definiteness of $A$ together with a symmetric invertible $M$ is not enough. Take
$$M=\begin{pmatrix}0.1&1&0\\1&0&0\\0&0&1\end{pmatrix}$$
and eliminate the first coordinate. The eigenvalues of $M$ are about $1.05$, $1$ and $-0.95$, but $S=\mathrm{diag}(-10,1)$. The ratio of largest to smallest eigenvalue modulus rises from about $1.1$ to $10$.

## From force constants to overlap matrices

The step from these theorems to a real molecule on a surface is the harmonic approximation: the true energy is close to quadratic only near the minimum. The value of $\kappa$ also depends on how the coordinates are scaled relative to one another, and the inequality compares $S$ and $M$ in the same coordinates. A change of units common to all coordinates leaves $\kappa$ as it is. Rounding errors made while computing $S$ are a separate matter.

In electronic structure, $M$ can also be the overlap matrix of a finite, real, linearly independent basis set. $S$ is then the overlap matrix of the second group of functions after their components along the first group have been projected out. Its condition number is at most that of the full overlap matrix $M$, though it can exceed that of $D$, the overlap matrix of the second group before the projection.

```lean
#print axioms SchurConditioning.schur_cond_le
```

```
'SchurConditioning.schur_cond_le' depends on axioms: [propext, Classical.choice, Quot.sound]
```
